# Unitarity and particle-hole symmetry persist under Hermitian, particle-hole antisymmetric BdG evolution

A time-dependent Bogoliubov-de Gennes (BdG) calculation for N fermion modes can propagate only N of the 2N columns of the Bogoliubov matrix and fill in the others by complex conjugation combined with an exchange of the particle and hole blocks. This is legitimate if the full matrix keeps its particle-hole symmetry while it evolves. It does so for exact solutions in a finite mode space, provided that the Hamiltonian matrix is Hermitian and particle-hole antisymmetric at every time and that the initial matrix is unitary and particle-hole symmetric.

## Two conserved overlaps

Write † for the conjugate transpose, conj for entrywise complex conjugation and ᵀ for the transpose. Let S be the 2N × 2N matrix that swaps the particle and hole blocks, so that S² = 1, and define the particle-hole conjugate of a matrix M by

C(M) = S conj(M) S.

With ħ = 1, the matrix W(t) obeys

i W′ = H W,  with H† = H and C(H) = −H.

In blocks, the two conditions on H say that

H = [[h, Δ], [−conj(Δ), −conj(h)]],  h† = h,  Δᵀ = −Δ,

where h is the single-particle part and Δ the pairing field. The claim is that W†W = 1 and C(W) = W hold at all times if they hold at t = 0.

Take any two solutions W and V of the equation. Since W′ = −iHW, the adjoint is (W′)† = iW†H†, and the product rule gives

(W†V)′ = iW†H†V − iW†HV = iW†(H† − H)V.

For Hermitian H the right side vanishes, so W†V is constant. The choice V = W gives W†W = 1 at all times.

Next, C(AB) = C(A)C(B), because S² = 1 can be inserted between the factors. Conjugation turns −i into i, hence

C(W)′ = i C(H) C(W) = −i H C(W).

So C(W) solves the same equation as W, and the overlap W†C(W) is constant too. At t = 0 it equals W(0)†W(0) = 1. A square matrix with W†W = 1 also has WW† = 1, and therefore

C(W) = WW†C(W) = W.

Antisymmetry of H is needed for the second property. For one mode, take H = 1, the 2 × 2 identity. It is Hermitian, but C(H) = 1 and not −1. The solution with W(0) = 1 is W(t) = e^(−it) 1. It stays unitary, while C(W) = e^(it) 1 differs from W unless t is a multiple of π.

## The equation of motion in Lean

The type `n` is the finite set of mode labels, not their number. Particle-hole space is indexed by `n ⊕ n`, with `Sum.inl` for particle components and `Sum.inr` for hole components.

```lean
import Mathlib

open Matrix

namespace TimeDependentBogoliubov

noncomputable section

variable {n : Type*} [Fintype n] [DecidableEq n]
```

The matrix S is written in blocks, and `phConj` is the map C.

```lean
/-- The block swap `S`, which exchanges the particle and hole components. -/
def blockSwap : Matrix (n ⊕ n) (n ⊕ n) ℂ := fromBlocks 0 1 1 0

/-- Particle-hole conjugation `S conj(M) S` of a matrix on particle-hole space. -/
def phConj (M : Matrix (n ⊕ n) (n ⊕ n) ℂ) : Matrix (n ⊕ n) (n ⊕ n) ℂ :=
  blockSwap * M.map star * blockSwap
```

The equation of motion is a condition on each matrix entry at every real time.

```lean
/-- The time-dependent Bogoliubov-de Gennes equation `i W' = H W` (with `ħ = 1`),
written for each matrix entry as `W' = -i H W`. -/
def SolvesBdG (H W : ℝ → Matrix (n ⊕ n) (n ⊕ n) ℂ) : Prop :=
  ∀ t i j, HasDerivAt (fun s => W s i j) (-Complex.I * (H t * W t) i j) t
```

`SolvesBdG` assumes a differentiable solution and does not assert that one exists. Continuity of H is not required, but an abrupt quench does not fit directly: a unitary W has a kink where H jumps, and so no derivative there. If H(t) is computed self-consistently from W, the results apply to a given trajectory as long as H(t) has the required symmetries along it.

## Conjugation entry by entry

Multiplying by S on both sides only relabels rows and columns. The next lemma says so, and the one after it derives C(AB) = C(A)C(B) by relabelling the summation index k in the matrix product.

```lean
/-- Particle-hole conjugation conjugates each entry and swaps particle and hole labels. -/
theorem phConj_apply (M : Matrix (n ⊕ n) (n ⊕ n) ℂ) (i j : n ⊕ n) :
    phConj M i j = star (M i.swap j.swap) := by
  rcases i with i | i <;> rcases j with j | j <;>
    simp [phConj, blockSwap, Matrix.mul_apply, Fintype.sum_sum_type, Matrix.one_apply]

/-- Particle-hole conjugation respects products. -/
theorem phConj_mul (A B : Matrix (n ⊕ n) (n ⊕ n) ℂ) :
    phConj (A * B) = phConj A * phConj B := by
  ext i j
  simp only [phConj_apply, Matrix.mul_apply, star_sum, star_mul']
  exact (Equiv.sum_comp (Equiv.sumComm n n)
    (fun k => star (A i.swap k) * star (B k j.swap))).symm
```

## From a zero derivative to a constant overlap

The rate iW†(H† − H)V is proved for one entry at a time. The term `h` is the product rule applied to each summand; the remaining lines identify the resulting sum with the matrix expression.

```lean
/-- The overlap matrix of two solutions changes at the rate `i Wᴴ (Hᴴ - H) V`. -/
theorem overlap_deriv {H W V : ℝ → Matrix (n ⊕ n) (n ⊕ n) ℂ}
    (hW : SolvesBdG H W) (hV : SolvesBdG H V) (t : ℝ) (i j : n ⊕ n) :
    HasDerivAt (fun s => ((W s)ᴴ * V s) i j)
      (Complex.I * ((W t)ᴴ * ((H t)ᴴ - H t) * V t) i j) t := by
  have h : HasDerivAt (fun s => ∑ k, star (W s k i) * V s k j)
      (∑ k, (star (-Complex.I * (H t * W t) k i) * V t k j
        + star (W t k i) * (-Complex.I * (H t * V t) k j))) t :=
    HasDerivAt.fun_sum fun k _ => ((hW t k i).star).fun_mul (hV t k j)
  have e : (fun s => ((W s)ᴴ * V s) i j) = fun s => ∑ k, star (W s k i) * V s k j := by
    funext s
    simp only [Matrix.mul_apply, Matrix.conjTranspose_apply]
  have e2 : (W t)ᴴ * ((H t)ᴴ - H t) * V t
      = (H t * W t)ᴴ * V t - (W t)ᴴ * (H t * V t) := by
    rw [Matrix.conjTranspose_mul]
    noncomm_ring
  have hI : star (-Complex.I) = Complex.I := by simp
  rw [e]
  refine h.congr_deriv ?_
  rw [e2, Matrix.sub_apply, Matrix.mul_apply (M := (H t * W t)ᴴ),
    Matrix.mul_apply (M := (W t)ᴴ), ← Finset.sum_sub_distrib, Finset.mul_sum]
  refine Finset.sum_congr rfl fun k _ => ?_
  simp only [Matrix.conjTranspose_apply, star_mul', hI]
  ring
```

With H† = H the rate is zero, and conservation follows.

```lean
/-- For a Hermitian Hamiltonian the overlap matrix of two solutions is conserved. -/
theorem overlap_conserved {H W V : ℝ → Matrix (n ⊕ n) (n ⊕ n) ℂ}
    (hH : ∀ t, (H t).IsHermitian) (hW : SolvesBdG H W) (hV : SolvesBdG H V) (t : ℝ) :
    (W t)ᴴ * V t = (W 0)ᴴ * V 0 := by
  ext i j
  have d : ∀ s, HasDerivAt (fun s => ((W s)ᴴ * V s) i j) 0 s := fun s =>
    (overlap_deriv hW hV s i j).congr_deriv (by rw [(hH s).eq]; simp)
  exact is_const_of_deriv_eq_zero (f := fun s => ((W s)ᴴ * V s) i j)
    (fun s => (d s).differentiableAt) (fun s => (d s).deriv) t 0
```

The proof turns on Mathlib's `is_const_of_deriv_eq_zero`: a function that is differentiable everywhere and has zero derivative everywhere takes the same value at any two points, here `t` and `0`. It asks for differentiability separately because `deriv` is defined to be 0 wherever a function has no derivative, so a step function would also satisfy the condition on `deriv` alone. The statement `d s` supplies both inputs. Since the argument never integrates H or bounds its size, no regularity of H in time enters.

## Both properties at all times

The equation C(W)′ = iC(H)C(W) needs no symmetry of H. It comes from conjugating the derivative of the entry with swapped labels.

```lean
/-- The particle-hole conjugate of a solution evolves under the conjugated Hamiltonian,
with the sign of `i` reversed. -/
theorem phConj_deriv {H W : ℝ → Matrix (n ⊕ n) (n ⊕ n) ℂ}
    (hW : SolvesBdG H W) (t : ℝ) (i j : n ⊕ n) :
    HasDerivAt (fun s => phConj (W s) i j)
      (Complex.I * (phConj (H t) * phConj (W t)) i j) t := by
  have key : star (-Complex.I * (H t * W t) i.swap j.swap)
      = Complex.I * (phConj (H t) * phConj (W t)) i j := by
    rw [star_mul', ← phConj_apply (H t * W t) i j, phConj_mul]
    simp
  have h := ((hW t i.swap j.swap).star).congr_deriv key
  simpa only [phConj_apply] using h
```

The main theorem combines this with the conserved overlaps.

```lean
/-- Under a Hermitian, particle-hole antisymmetric `H(t)`, a solution that starts unitary and
particle-hole symmetric has both properties at all times. -/
theorem bogoliubov_preserved {H W : ℝ → Matrix (n ⊕ n) (n ⊕ n) ℂ}
    (hH : ∀ t, (H t).IsHermitian) (hph : ∀ t, phConj (H t) = -H t) (hW : SolvesBdG H W)
    (h0u : (W 0)ᴴ * W 0 = 1) (h0p : phConj (W 0) = W 0) (t : ℝ) :
    (W t)ᴴ * W t = 1 ∧ phConj (W t) = W t := by
  have hu : (W t)ᴴ * W t = 1 := (overlap_conserved hH hW hW t).trans h0u
  -- the conjugate of `W` solves the same equation
  have hV : SolvesBdG H (fun s => phConj (W s)) := fun s i j =>
    (phConj_deriv hW s i j).congr_deriv (by rw [hph s]; simp)
  -- hence its overlap with `W` keeps the initial value 1
  have hv : (W t)ᴴ * phConj (W t) = 1 := by
    have h := overlap_conserved hH hW hV t
    simpa only [h0p, h0u] using h
  have hu' : W t * (W t)ᴴ = 1 := mul_eq_one_comm.mp hu
  refine ⟨hu, ?_⟩
  calc phConj (W t) = (W t * (W t)ᴴ) * phConj (W t) := by rw [hu', one_mul]
    _ = W t * ((W t)ᴴ * phConj (W t)) := mul_assoc _ _ _
    _ = W t := by rw [hv, mul_one]
```

The hypotheses `hH` and `hph` are H† = H and C(H) = −H at every time; `h0u` and `h0p` are the two conditions on W(0). In the proof, `hu` is the overlap of W with itself, `hV` says that C(W) is a solution, and `hv` is the overlap of W with C(W). The step from W†W = 1 to WW† = 1 is `mul_eq_one_comm`, which relies on the matrices being square and finite. The final `calc` is the chain C(W) = WW†C(W) = W.

## The symmetries of H recovered from W

The implication also runs backwards. If a solution satisfies W†W = 1 and C(W) = W at all times, then W†W has zero derivative, so

W†(H† − H)W = 0,

and multiplying by W on the left and W† on the right gives H† = H. Differentiating C(W) = W gives

iC(H)W = −iHW,

and hence C(H) = −H after multiplication by W† on the right.

```lean
/-- Conversely, if a solution is unitary and particle-hole symmetric at all times, then `H(t)`
is Hermitian and particle-hole antisymmetric at all times. -/
theorem hamiltonian_of_preserved {H W : ℝ → Matrix (n ⊕ n) (n ⊕ n) ℂ}
    (hW : SolvesBdG H W) (hu : ∀ t, (W t)ᴴ * W t = 1) (hp : ∀ t, phConj (W t) = W t)
    (t : ℝ) : (H t).IsHermitian ∧ phConj (H t) = -H t := by
  have hu' : W t * (W t)ᴴ = 1 := mul_eq_one_comm.mp (hu t)
  constructor
  · -- the constant overlap has zero derivative
    have z : (W t)ᴴ * ((H t)ᴴ - H t) * W t = 0 := by
      ext i j
      have c : HasDerivAt (fun s => ((W s)ᴴ * W s) i j) 0 t := by
        simp only [hu]
        exact hasDerivAt_const _ _
      exact (mul_eq_zero.mp ((overlap_deriv hW hW t i j).unique c)).resolve_left
        Complex.I_ne_zero
    have h : (H t)ᴴ - H t = 0 := by
      calc (H t)ᴴ - H t = (W t * (W t)ᴴ) * ((H t)ᴴ - H t) * (W t * (W t)ᴴ) := by
            rw [hu', one_mul, mul_one]
        _ = W t * ((W t)ᴴ * ((H t)ᴴ - H t) * W t) * (W t)ᴴ := by simp only [mul_assoc]
        _ = 0 := by rw [z, mul_zero, zero_mul]
    exact sub_eq_zero.mp h
  · -- compare the two expressions for the derivative of `W`
    have z : phConj (H t) * W t = -H t * W t := by
      ext i j
      have d := phConj_deriv hW t i j
      simp only [hp] at d
      have u := d.unique (hW t i j)
      rw [neg_mul, Matrix.neg_apply]
      apply mul_left_cancel₀ Complex.I_ne_zero
      rw [u]
      ring
    calc phConj (H t) = phConj (H t) * W t * (W t)ᴴ := by rw [mul_assoc, hu', mul_one]
      _ = -H t * W t * (W t)ᴴ := by rw [z]
      _ = -H t := by rw [mul_assoc, hu', mul_one]
```

Both halves use `HasDerivAt.unique`: two expressions for the derivative of the same function at the same point must agree.

## Quasiparticle amplitudes

Let U and V now denote the upper and lower blocks of the first block column of W. The symmetry C(W) = W fixes the other column:

W = [[U, conj(V)], [V, conj(U)]].

This is the reconstruction by conjugation described at the start. The upper left block of W†W = 1 and its lower left block then read

U†U + V†V = 1,
UᵀV + VᵀU = 0.

If c_k† and c_k create and annihilate a fermion in mode k, these are the conditions under which the operators

γ_j† = Σ_k (U_kj c_k† + V_kj c_k)

and their adjoints obey the canonical anticommutation relations.

```lean
/-- Under the hypotheses of `bogoliubov_preserved`, the amplitudes `U(t)`, `V(t)` in the first block
column of `W(t)` satisfy `UᴴU + VᴴV = 1` and `UᵀV + VᵀU = 0` at all times. -/
theorem amplitude_relations {H W : ℝ → Matrix (n ⊕ n) (n ⊕ n) ℂ}
    (hH : ∀ t, (H t).IsHermitian) (hph : ∀ t, phConj (H t) = -H t) (hW : SolvesBdG H W)
    (h0u : (W 0)ᴴ * W 0 = 1) (h0p : phConj (W 0) = W 0) (t : ℝ) :
    (W t).toBlocks₁₁ᴴ * (W t).toBlocks₁₁ + (W t).toBlocks₂₁ᴴ * (W t).toBlocks₂₁ = 1 ∧
    (W t).toBlocks₁₁ᵀ * (W t).toBlocks₂₁ + (W t).toBlocks₂₁ᵀ * (W t).toBlocks₁₁ = 0 := by
  obtain ⟨hu, hp⟩ := bogoliubov_preserved hH hph hW h0u h0p t
  constructor
  · ext i j
    have h := congrFun (congrFun hu (Sum.inl i)) (Sum.inl j)
    simpa [Matrix.mul_apply, Fintype.sum_sum_type, toBlocks₁₁, toBlocks₂₁,
      Matrix.one_apply] using h
  · ext i j
    -- particle-hole symmetry expresses the second block column through `U` and `V`
    have a : ∀ k, star (W t (Sum.inl k) (Sum.inr i)) = W t (Sum.inr k) (Sum.inl i) := by
      intro k
      have h := phConj_apply (W t) (Sum.inr k) (Sum.inl i)
      rw [hp] at h
      exact h.symm
    have b : ∀ k, star (W t (Sum.inr k) (Sum.inr i)) = W t (Sum.inl k) (Sum.inl i) := by
      intro k
      have h := phConj_apply (W t) (Sum.inl k) (Sum.inl i)
      rw [hp] at h
      exact h.symm
    have h := congrFun (congrFun hu (Sum.inr i)) (Sum.inl j)
    have h0 : (1 : Matrix (n ⊕ n) (n ⊕ n) ℂ) (Sum.inr i) (Sum.inl j) = 0 := by
      simp
    rw [h0, Matrix.mul_apply, Fintype.sum_sum_type, add_comm] at h
    simp only [Matrix.conjTranspose_apply, a, b] at h
    simpa only [Matrix.add_apply, Matrix.mul_apply, Matrix.transpose_apply, toBlocks₁₁,
      toBlocks₂₁, Matrix.of_apply, Matrix.zero_apply] using h
```

In the file, `toBlocks₁₁` is U and `toBlocks₂₁` is V. The auxiliary statements `a` and `b` express the second block column through the first, and `h` is then the lower left block of W†W = 1. The theorem concerns the matrices U and V; the operators γ_j† do not appear in it.

## Two modes in a constant pairing field

A solvable case has h = 0 and a real, constant pairing field g between two modes. The Hamiltonian is gK, where K has only off-diagonal blocks and K² = 1. The evolution from W(0) = 1 is

W(t) = cos(gt) 1 − i sin(gt) K.

Indeed,

W′ = −g sin(gt) 1 − ig cos(gt) K = −igK W,

where K² = 1 produces the first term. Each column of U has squared norm cos²(gt) and each column of V has sin²(gt), so for g ≠ 0 the quasiparticles oscillate between particle and hole character.

```lean
/-- The matrix `K` that pairs two fermion modes. -/
def pairK : Matrix (Fin 2 ⊕ Fin 2) (Fin 2 ⊕ Fin 2) ℂ :=
  fromBlocks 0 !![0, 1; -1, 0] !![0, -1; 1, 0] 0

/-- The evolution `cos(gt) - i sin(gt) K` of two modes under a pairing field `g`. -/
def pairW (g t : ℝ) : Matrix (Fin 2 ⊕ Fin 2) (Fin 2 ⊕ Fin 2) ℂ :=
  (Real.cos (g * t) : ℂ) • 1 - (Complex.I * (Real.sin (g * t) : ℂ)) • pairK
```

The last theorem confirms that this example meets every hypothesis of `bogoliubov_preserved`, for every real g. The two symmetries of gK and the particle-hole symmetry of W(0) are checked entry by entry, the unitarity of W(0) is immediate from W(0) = 1, and the equation of motion follows from the derivatives of sine and cosine together with `hK`, which is K² = 1.

```lean
/-- Two modes with the pairing Hamiltonian `g K` and the evolution `cos(gt) - i sin(gt) K`
meet all hypotheses of `bogoliubov_preserved`. -/
theorem bogoliubov_preserved_witness (g : ℝ) :
    ((g : ℂ) • pairK).IsHermitian ∧ phConj ((g : ℂ) • pairK) = -((g : ℂ) • pairK) ∧
    SolvesBdG (fun _ => (g : ℂ) • pairK) (pairW g) ∧
    (pairW g 0)ᴴ * pairW g 0 = 1 ∧ phConj (pairW g 0) = pairW g 0 := by
  have hK : pairK * pairK = 1 := by
    ext i j
    rcases i with i | i <;> rcases j with j | j <;> fin_cases i <;> fin_cases j <;>
      simp [pairK, Matrix.mul_apply, Fintype.sum_sum_type, Fin.sum_univ_succ]
  have h1 : pairW g 0 = 1 := by simp [pairW]
  refine ⟨?_, ?_, ?_, ?_, ?_⟩
  · ext i j
    rcases i with i | i <;> rcases j with j | j <;> fin_cases i <;> fin_cases j <;>
      simp [pairK, Matrix.conjTranspose_apply]
  · ext i j
    rcases i with i | i <;> rcases j with j | j <;> fin_cases i <;> fin_cases j <;>
      simp [pairK, phConj_apply]
  · intro t i j
    have lin : HasDerivAt (fun s : ℝ => g * s) g t := by
      simpa using (hasDerivAt_id t).const_mul g
    have h := (lin.cos.ofReal_comp.mul_const
      ((1 : Matrix (Fin 2 ⊕ Fin 2) (Fin 2 ⊕ Fin 2) ℂ) i j)).fun_sub
      ((lin.sin.ofReal_comp.const_mul Complex.I).mul_const (pairK i j))
    have ef : (fun s => pairW g s i j) = fun s : ℝ =>
        (Real.cos (g * s) : ℂ) * (1 : Matrix (Fin 2 ⊕ Fin 2) (Fin 2 ⊕ Fin 2) ℂ) i j
          - Complex.I * (Real.sin (g * s) : ℂ) * pairK i j := by
      funext s
      simp only [pairW, Matrix.sub_apply, Matrix.smul_apply, smul_eq_mul]
    -- `K² = 1` closes the equation of motion
    have e : ((g : ℂ) • pairK) * pairW g t = ((g : ℂ) * (Real.cos (g * t) : ℂ)) • pairK
        - ((g : ℂ) * Complex.I * (Real.sin (g * t) : ℂ)) • 1 := by
      simp only [pairW, Matrix.mul_sub, Matrix.smul_mul, Matrix.mul_smul, Matrix.mul_one, hK]
      module
    rw [ef]
    refine h.congr_deriv ?_
    rw [e]
    simp only [Matrix.sub_apply, Matrix.smul_apply, smul_eq_mul, Complex.ofReal_mul,
      Complex.ofReal_neg]
    linear_combination (-((g : ℂ) * (Real.sin (g * t) : ℂ)
      * (1 : Matrix (Fin 2 ⊕ Fin 2) (Fin 2 ⊕ Fin 2) ℂ) i j)) * Complex.I_sq
  · rw [h1]
    simp
  · rw [h1]
    ext i j
    rcases i with i | i <;> rcases j with j | j <;> fin_cases i <;> fin_cases j <;>
      simp [phConj_apply, Matrix.one_apply]

end

end TimeDependentBogoliubov
```

```lean
#print axioms TimeDependentBogoliubov.bogoliubov_preserved
-- 'TimeDependentBogoliubov.bogoliubov_preserved' depends on axioms: [propext, Classical.choice, Quot.sound]
#print axioms TimeDependentBogoliubov.hamiltonian_of_preserved
-- 'TimeDependentBogoliubov.hamiltonian_of_preserved' depends on axioms: [propext, Classical.choice, Quot.sound]
#print axioms TimeDependentBogoliubov.amplitude_relations
-- 'TimeDependentBogoliubov.amplitude_relations' depends on axioms: [propext, Classical.choice, Quot.sound]
```
